# Along a matched path through a stationary pseudo-orbital, the high-wavevector kinetic energy changes at rate $-\lambda$ per unit core-norm deficit

**Q.** A pseudo-orbital must join the all-electron orbital smoothly at the core radius, and in a norm-conserving scheme it must also hold the same charge inside that radius. The ultrasoft construction gives up the second condition: the core norm may fall short, augmentation charge then makes up the deficit, and the orbital can carry less kinetic energy at high wavevector. You tell me that the Lagrange multiplier of the norm condition measures this gain. I doubt that a statement about matrices says so.

**A.** It does for one orbital in a finite real basis, at a point assumed stationary. Expand the orbital in that basis with coefficient vector $x$. The kinetic energy above a chosen wavevector cutoff is $x\cdot Kx$ and the norm inside the core is $x\cdot Mx$, with $K$ and $M$ real symmetric. Matching value and derivatives at the core radius is linear, $Ax=b$, for a matrix $A$ and target vector $b$. Let $n_0$ be the all-electron core norm and $t$ the deficit, so that $x\cdot Mx=n_0-t$. With a multiplier $\lambda$ for the norm and a vector $\mu$ for the matching, the Lagrangian is
$$x\cdot Kx-\lambda\,(x\cdot Mx-n_0+t)-2\mu\cdot(Ax-b),$$
and its gradient $2(Kx-\lambda Mx-A^T\mu)$ vanishes when $Kx=\lambda Mx+A^T\mu$.

Now take a path $x(t)$ that obeys both constraints near $t_0$ and has derivative $x'$ at $t_0$, and let the point $x(t_0)$ be stationary, meaning that it satisfies this gradient condition. Differentiating the constraints gives $Ax'=0$ and $2x'\cdot Mx=-1$. Then
$$\frac{d}{dt}\,x\cdot Kx=2x'\cdot Kx=\lambda\,(2x'\cdot Mx)+2x'\cdot A^T\mu=-\lambda+2\mu\cdot Ax'=-\lambda .$$

**Q.** Show me how those objects are written down.

**A.** The type `n` indexes basis functions and `m` indexes matching conditions.

In Lean 4 with Mathlib:

```lean
import Mathlib

open Matrix Filter Topology

namespace NormRelaxation

noncomputable section

variable {n m : Type*} [Fintype n] [Fintype m]
```

`quad Q x` is $x\cdot Qx$ for a matrix $Q$.

```lean
/-- The quadratic form `x·Qx` of a coefficient vector: the high-wavevector kinetic energy for
`Q = K`, the core norm for `Q = M`. -/
def quad (Q : Matrix n n ℝ) (x : n → ℝ) : ℝ := x ⬝ᵥ Q *ᵥ x
```

`IsStationary` is the gradient condition, with `lam` for $\lambda$ and `mu` for $\mu$. It fixes the sign of $\lambda$ and the factor 2 that multiplies $\mu$ in the Lagrangian.

```lean
/-- The Lagrange condition `Kx = lam Mx + Aᵀ mu`, with multiplier `lam` for the core norm and
multipliers `mu` for the linear matching conditions. -/
def IsStationary (K M : Matrix n n ℝ) (A : Matrix m n ℝ) (x : n → ℝ) (lam : ℝ)
    (mu : m → ℝ) : Prop :=
  K *ᵥ x = lam • M *ᵥ x + Aᵀ *ᵥ mu
```

**Q.** The orbital has a fixed tail outside the core, so its high-wavevector energy has linear and constant terms in $x$. A pure quadratic form misses them.

**A.** Continue the tail into the core without a jump, count the result as one more basis function, and let one row of $Ax=b$ set its coefficient to 1. Let the other basis functions be continuous and vanish at and beyond the core radius. The value then matches by construction, and the remaining rows match derivatives. A tail cut off sharply at the core radius would not serve, because a jump there has infinite kinetic energy above any cutoff. The matrices are taken as given and are not built from integrals.

**Q.** Which steps of the derivation need their own proof?

**A.** Three. The first is $d\cdot A^T\mu=\mu\cdot Ad$ for any vector $d$.

```lean
/-- Moving a matrix across the scalar product: `d·Aᵀmu = mu·Ad`. -/
theorem dot_transpose_mulVec (A : Matrix m n ℝ) (d : n → ℝ) (mu : m → ℝ) :
    d ⬝ᵥ Aᵀ *ᵥ mu = mu ⬝ᵥ A *ᵥ d := by
  rw [mulVec_transpose, dotProduct_comm d, ← dotProduct_mulVec]
```

The second is $(Ax)'=Ax'$, proved component by component as the derivative of a finite sum.

```lean
omit [Fintype m] in
/-- Along a differentiable path, `A x(t)` has derivative `A x'`. -/
theorem hasDerivAt_mulVec (A : Matrix m n ℝ) {x : ℝ → n → ℝ} {x' : n → ℝ} {t0 : ℝ}
    (hx : HasDerivAt x x' t0) : HasDerivAt (fun t => A *ᵥ x t) (A *ᵥ x') t0 := by
  rw [hasDerivAt_pi] at hx ⊢
  intro i
  simp only [mulVec, dotProduct]
  exact HasDerivAt.fun_sum fun j _ => (hx j).const_mul _
```

The third is $(x\cdot Qx)'=2x'\cdot Qx$. The product rule, `h`, gives $x'\cdot Qx+x\cdot Qx'$, and `hs` uses the first identity with $Q^T=Q$ to equate the two terms.

```lean
/-- For symmetric `Q`, the form `x(t)·Qx(t)` has derivative `2 x'·Qx`. -/
theorem hasDerivAt_quad {Q : Matrix n n ℝ} (hQ : Q.IsSymm) {x : ℝ → n → ℝ} {x' : n → ℝ}
    {t0 : ℝ} (hx : HasDerivAt x x' t0) :
    HasDerivAt (fun t => quad Q (x t)) (2 * (x' ⬝ᵥ Q *ᵥ x t0)) t0 := by
  have h1 := hasDerivAt_pi.1 hx
  have h2 := hasDerivAt_pi.1 (hasDerivAt_mulVec Q hx)
  have h : HasDerivAt (fun t => ∑ i, x t i * (Q *ᵥ x t) i)
      (∑ i, (x' i * (Q *ᵥ x t0) i + x t0 i * (Q *ᵥ x') i)) t0 :=
    HasDerivAt.fun_sum fun i _ => (h1 i).fun_mul (h2 i)
  -- symmetry makes the two product-rule terms equal
  have hs := dot_transpose_mulVec Q (x t0) x'
  rw [hQ.eq] at hs
  refine h.congr_deriv ?_
  rw [Finset.sum_add_distrib]
  change x' ⬝ᵥ Q *ᵥ x t0 + x t0 ⬝ᵥ Q *ᵥ x' = _
  rw [hs]
  ring
```

**Q.** And if the matching targets move as well?

**A.** That case is proved first. Let the parameter $t$ be arbitrary, the targets $b(t)$ and the deficit $\delta(t)$, with derivatives $b'$ and $\delta'$ at $t_0$. The constraints now give $Ax'=b'$ and $2x'\cdot Mx=-\delta'$, and the same chain ends in $-\lambda\delta'+2\mu\cdot b'$. In the statement, `HasDerivAt x x' t0` asks for a derivative at $t_0$ only, and `∀ᶠ t in 𝓝 t0` means "for all $t$ in some neighbourhood of $t_0$". Functions that agree near $t_0$ share their derivative there, which yields `h1` and `h2`. The `rw` line inserts stationarity and moves $A^T$ across, and `linear_combination lam * h2` substitutes the norm derivative.

```lean
/-- If `A x(t) = b(t)` and the core norm is `n0 - δ(t)` near `t0`, and `x(t0)` is stationary,
the kinetic energy `x·Kx` has derivative `-lam δ' + 2 mu·b'` at `t0`. -/
theorem energy_rate_general {K M : Matrix n n ℝ} (hK : K.IsSymm) (hM : M.IsSymm)
    {A : Matrix m n ℝ} {x : ℝ → n → ℝ} {x' : n → ℝ} {b : ℝ → m → ℝ} {b' : m → ℝ}
    {δ : ℝ → ℝ} {δ' n0 t0 lam : ℝ} {mu : m → ℝ}
    (hx : HasDerivAt x x' t0) (hb : HasDerivAt b b' t0) (hδ : HasDerivAt δ δ' t0)
    (hA : ∀ᶠ t in 𝓝 t0, A *ᵥ x t = b t)
    (hN : ∀ᶠ t in 𝓝 t0, quad M (x t) = n0 - δ t)
    (hS : IsStationary K M A (x t0) lam mu) :
    HasDerivAt (fun t => quad K (x t)) (-lam * δ' + 2 * (mu ⬝ᵥ b')) t0 := by
  -- differentiate the two constraints
  have eA : (fun t => A *ᵥ x t) =ᶠ[𝓝 t0] b := hA
  have eN : (fun t => quad M (x t)) =ᶠ[𝓝 t0] fun t => n0 - δ t := hN
  have h1 : A *ᵥ x' = b' := (hasDerivAt_mulVec A hx).unique (hb.congr_of_eventuallyEq eA)
  have h2 : 2 * (x' ⬝ᵥ M *ᵥ x t0) = -δ' :=
    (hasDerivAt_quad hM hx).unique ((hδ.const_sub n0).congr_of_eventuallyEq eN)
  -- insert the Lagrange condition into the energy derivative
  refine (hasDerivAt_quad hK hx).congr_deriv ?_
  unfold IsStationary at hS
  rw [hS, dotProduct_add, dotProduct_smul, dot_transpose_mulVec, h1, smul_eq_mul]
  linear_combination lam * h2
```

With constant $b$ and $\delta(t)=t$ one has $b'=0$ and $\delta'=1$, and `energy_rate` gives $-\lambda$.

```lean
/-- With fixed matching conditions `A x(t) = b` and core norm `n0 - t` near `t0`, and `x(t0)`
stationary, the kinetic energy `x·Kx` has derivative `-lam` with respect to the deficit `t`. -/
theorem energy_rate {K M : Matrix n n ℝ} (hK : K.IsSymm) (hM : M.IsSymm)
    {A : Matrix m n ℝ} {x : ℝ → n → ℝ} {x' : n → ℝ} {b : m → ℝ} {n0 t0 lam : ℝ} {mu : m → ℝ}
    (hx : HasDerivAt x x' t0)
    (hA : ∀ᶠ t in 𝓝 t0, A *ᵥ x t = b)
    (hN : ∀ᶠ t in 𝓝 t0, quad M (x t) = n0 - t)
    (hS : IsStationary K M A (x t0) lam mu) :
    HasDerivAt (fun t => quad K (x t)) (-lam) t0 := by
  have h := energy_rate_general hK hM hx (hasDerivAt_const t0 b) (hasDerivAt_id' t0) hA hN hS
  exact h.congr_deriv (by simp)
```

**Q.** Nothing here says that $x(t)$ is the optimal orbital at each deficit.

**A.** Correct. Every path that meets the hypotheses with the same stationary point $x(t_0)$ has the same slope there, optimal or not. Two things are assumed and not derived: that $x(t_0)$ is stationary, and that the path exists. The neighbourhood is two-sided, so at the norm-conserving point $t_0=0$ the path must continue to a slight norm excess.

**Q.** A slope of $-\lambda$ is a gain only if $\lambda>0$.

**A.** Yes, and `softer_of_pos` takes $\lambda>0$ as a hypothesis, meaning that the norm condition is holding the energy up. The difference quotient of the energy tends to $-\lambda<0$, so it is negative close to $t_0$ (`hneg`). For $t>t_0$, which is what `𝓝[>] t0` selects, multiplying by $t-t_0>0$ puts the energy strictly below its value at $t_0$. No size is given for that interval.

```lean
/-- Along such a path with `lam > 0`, the kinetic energy is strictly below its value at `t0`
for all deficits slightly larger than `t0`. -/
theorem softer_of_pos {K M : Matrix n n ℝ} (hK : K.IsSymm) (hM : M.IsSymm)
    {A : Matrix m n ℝ} {x : ℝ → n → ℝ} {x' : n → ℝ} {b : m → ℝ} {n0 t0 lam : ℝ} {mu : m → ℝ}
    (hx : HasDerivAt x x' t0)
    (hA : ∀ᶠ t in 𝓝 t0, A *ᵥ x t = b)
    (hN : ∀ᶠ t in 𝓝 t0, quad M (x t) = n0 - t)
    (hS : IsStationary K M A (x t0) lam mu) (hlam : 0 < lam) :
    ∀ᶠ t in 𝓝[>] t0, quad K (x t) < quad K (x t0) := by
  have h := hasDerivAt_iff_tendsto_slope.1 (energy_rate hK hM hx hA hN hS)
  have hneg := h.eventually (gt_mem_nhds (neg_lt_zero.2 hlam))
  have hle : 𝓝[>] t0 ≤ 𝓝[≠] t0 := nhdsWithin_mono _ fun t ht => (Set.mem_Ioi.1 ht).ne'
  filter_upwards [hneg.filter_mono hle, self_mem_nhdsWithin] with t ht hpos
  rw [slope_def_field, div_lt_iff₀ (sub_pos.2 (Set.mem_Ioi.1 hpos))] at ht
  linarith
```

**Q.** Multipliers can be ambiguous when constraints are dependent. Which $\lambda$ do you mean?

**A.** Once such a path exists there is only one. If $(\lambda_1,\mu_1)$ and $(\lambda_2,\mu_2)$ both make $x(t_0)$ stationary, then $-\lambda_1$ and $-\lambda_2$ are both the derivative of one function. Nothing is claimed about uniqueness of $\mu$.

```lean
/-- Along such a path, any two sets of multipliers that make `x(t0)` stationary have the same
norm multiplier. -/
theorem multiplier_unique {K M : Matrix n n ℝ} (hK : K.IsSymm) (hM : M.IsSymm)
    {A : Matrix m n ℝ} {x : ℝ → n → ℝ} {x' : n → ℝ} {b : m → ℝ} {n0 t0 lam₁ lam₂ : ℝ}
    {mu₁ mu₂ : m → ℝ} (hx : HasDerivAt x x' t0)
    (hA : ∀ᶠ t in 𝓝 t0, A *ᵥ x t = b)
    (hN : ∀ᶠ t in 𝓝 t0, quad M (x t) = n0 - t)
    (h₁ : IsStationary K M A (x t0) lam₁ mu₁) (h₂ : IsStationary K M A (x t0) lam₂ mu₂) :
    lam₁ = lam₂ :=
  neg_injective ((energy_rate hK hM hx hA hN h₁).unique (energy_rate hK hM hx hA hN h₂))
```

**Q.** Real deficits are not small. Does the slope say anything about them?

**A.** It bounds the gain, under the added hypothesis `hpos`: $\lambda\,d\cdot Md\le d\cdot Kd$ whenever $Ad=0$. Physically, every change of shape that preserves the matching carries at least $\lambda$ units of high-wavevector energy per unit of its own core norm. Let $x$ be matched and stationary with deficit $t_0$, let $y$ be matched with deficit $t$, and put $d=y-x$, so $Ad=0$ (`hd`). Stationarity gives $d\cdot Kx=\lambda\,d\cdot Mx+\mu\cdot Ad=\lambda\,d\cdot Mx$ (`h1`). Expanding the norm of $y$ gives $2d\cdot Mx+d\cdot Md=t_0-t$ (`h2`). Expanding the energy with `hexp`,
$$y\cdot Ky=x\cdot Kx+2\lambda\,d\cdot Mx+d\cdot Kd\ \ge\ x\cdot Kx+\lambda\,(2d\cdot Mx+d\cdot Md)=x\cdot Kx-\lambda\,(t-t_0).$$
No path enters. At $t=t_0$ the bound says that $x$ minimises the energy among matched vectors of equal deficit.

```lean
/-- Let `x` be stationary with deficit `t0` and `lam d·Md ≤ d·Kd` whenever `Ad = 0`. Then every
`y` with `Ay = b` and deficit `t` has kinetic energy at least `x·Kx - lam (t - t0)`. -/
theorem tangent_bound {K M : Matrix n n ℝ} (hK : K.IsSymm) (hM : M.IsSymm)
    {A : Matrix m n ℝ} {x y : n → ℝ} {b : m → ℝ} {n0 t0 t lam : ℝ} {mu : m → ℝ}
    (hAx : A *ᵥ x = b) (hAy : A *ᵥ y = b)
    (hNx : quad M x = n0 - t0) (hNy : quad M y = n0 - t)
    (hS : IsStationary K M A x lam mu)
    (hpos : ∀ d, A *ᵥ d = 0 → lam * quad M d ≤ quad K d) :
    quad K x - lam * (t - t0) ≤ quad K y := by
  obtain ⟨d, rfl⟩ : ∃ d, y = x + d := ⟨y - x, by abel⟩
  have hd : A *ᵥ d = 0 := by
    rw [mulVec_add, hAx] at hAy
    simpa using hAy
  -- exact second-order expansion of a symmetric form
  have hexp : ∀ Q : Matrix n n ℝ, Q.IsSymm →
      quad Q (x + d) = quad Q x + 2 * (d ⬝ᵥ Q *ᵥ x) + quad Q d := by
    intro Q hQ
    have hs := dot_transpose_mulVec Q x d
    rw [hQ.eq] at hs
    simp only [quad, mulVec_add, add_dotProduct, dotProduct_add]
    linarith
  -- the matching multipliers drop out on the kernel of `A`
  have h1 : d ⬝ᵥ K *ᵥ x = lam * (d ⬝ᵥ M *ᵥ x) := by
    unfold IsStationary at hS
    rw [hS, dotProduct_add, dotProduct_smul, dot_transpose_mulVec, hd, smul_eq_mul]
    simp
  have h2 : 2 * (d ⬝ᵥ M *ᵥ x) + quad M d = t0 - t := by linarith [hexp M hM]
  have h3 : lam * (2 * (d ⬝ᵥ M *ᵥ x) + quad M d) = lam * (t0 - t) := by rw [h2]
  have h4 := hpos d hd
  rw [hexp K hK, h1]
  linarith
```

**Q.** I want a case in which all of this is satisfied at once.

**A.** Take two basis functions, indexed 0 and 1, with $K=\begin{pmatrix}3&-1\\-1&2\end{pmatrix}$,

```lean
/-- Kinetic-energy matrix of a two-function model. -/
def K0 : Matrix (Fin 2) (Fin 2) ℝ := !![3, -1; -1, 2]
```

$M=\operatorname{diag}(1,2)$,

```lean
/-- Core-norm matrix of the two-function model. -/
def M0 : Matrix (Fin 2) (Fin 2) ℝ := !![1, 0; 0, 2]
```

one matching row $A=(0\;\;1)$ that reads off coefficient 1,

```lean
/-- Matching matrix of the model, which reads off the second coefficient. -/
def A0 : Matrix (Fin 1) (Fin 2) ℝ := !![0, 1]
```

and the path $x(t)=(\sqrt{1-t},\,1)$.

```lean
/-- The coefficient path `(√(1 - t), 1)` of the model. -/
def x0 (t : ℝ) : Fin 2 → ℝ := ![√(1 - t), 1]
```

Here $Ax=1$, the norm is $(1-t)+2=3-t$ for $t<1$, and $x'=(-\tfrac12,0)$ at $t_0=0$. At $x=(1,1)$ one has $Kx=(2,1)=2\,(1,2)+(0,-3)$, so $\lambda=2$ and $\mu=-3$. The condition $Ad=0$ forces component $d_1=0$, and the kernel inequality becomes $2d_0^2\le 3d_0^2$. The seven branches of the proof check the two symmetries and these five facts. As a comparison, the energy $5-3t-2\sqrt{1-t}$ has slope $-3+1=-2$ at 0. A normalised orbital with a tail has core norm below 1, so the vector here is not normalised. Scaled to core norm $\tfrac34$ it is $(\tfrac12,\tfrac12)$, with energy $\tfrac34$, $b=\tfrac12$, $\mu=-\tfrac32$ and $\lambda$ still 2.

```lean
/-- The two-function model meets the path, stationarity and kernel conditions at `t0 = 0`, with
`b = 1`, `n0 = 3`, `lam = 2` and `mu = -3`. -/
theorem relaxation_witness :
    K0.IsSymm ∧ M0.IsSymm ∧ HasDerivAt x0 ![-1 / 2, 0] 0 ∧
    (∀ᶠ t in 𝓝 (0 : ℝ), A0 *ᵥ x0 t = ![1]) ∧
    (∀ᶠ t in 𝓝 (0 : ℝ), quad M0 (x0 t) = 3 - t) ∧
    IsStationary K0 M0 A0 (x0 0) 2 ![-3] ∧
    ∀ d, A0 *ᵥ d = 0 → 2 * quad M0 d ≤ quad K0 d := by
  refine ⟨?_, ?_, ?_, ?_, ?_, ?_, ?_⟩
  · ext i j; fin_cases i <;> fin_cases j <;> simp [K0]
  · ext i j; fin_cases i <;> fin_cases j <;> simp [M0]
  · have h1 : HasDerivAt (fun t : ℝ => 1 - t) (-1) 0 := (hasDerivAt_id' (0 : ℝ)).const_sub 1
    have h2 : HasDerivAt (fun t : ℝ => √(1 - t)) (-1 / 2) 0 :=
      (h1.sqrt (by norm_num)).congr_deriv (by norm_num)
    exact hasDerivAt_pi.2 (Fin.forall_fin_two.2 ⟨h2, hasDerivAt_const (0 : ℝ) (1 : ℝ)⟩)
  · refine Eventually.of_forall fun t => ?_
    ext i
    fin_cases i
    simp [A0, x0, mulVec, dotProduct, Fin.sum_univ_two]
  · filter_upwards [gt_mem_nhds (zero_lt_one : (0 : ℝ) < 1)] with t ht
    have h := Real.mul_self_sqrt (sub_nonneg.2 ht.le)
    simp [quad, M0, x0, mulVec, dotProduct, Fin.sum_univ_two]
    linarith
  · unfold IsStationary
    ext i
    fin_cases i <;> simp [K0, M0, A0, x0, mulVec, dotProduct, Fin.sum_univ_two] <;> norm_num
  · intro d hd
    have h0 : d 1 = 0 := by
      simpa [A0, mulVec, dotProduct, Fin.sum_univ_two] using congrFun hd 0
    simp [quad, K0, M0, mulVec, dotProduct, Fin.sum_univ_two, h0]
    nlinarith [mul_self_nonneg (d 0)]

end

end NormRelaxation
```

```lean
#print axioms NormRelaxation.energy_rate
#print axioms NormRelaxation.softer_of_pos
#print axioms NormRelaxation.multiplier_unique
#print axioms NormRelaxation.tangent_bound
```

```
'NormRelaxation.energy_rate' depends on axioms: [propext, Classical.choice, Quot.sound]
'NormRelaxation.softer_of_pos' depends on axioms: [propext, Classical.choice, Quot.sound]
'NormRelaxation.multiplier_unique' depends on axioms: [propext, Classical.choice, Quot.sound]
'NormRelaxation.tangent_bound' depends on axioms: [propext, Classical.choice, Quot.sound]
```

**Q.** I would have defined the optimal energy $E(t)$, the infimum of $y\cdot Ky$ over matched $y$ with deficit $t$, and asked for $E'(t_0)$.

**A.** That is the envelope form of the statement. It needs no path in its conclusion, but it requires $x(t_0)$ to be a true minimiser and $E$ to be differentiable, while `energy_rate` is about a path and needs only stationarity. With a path and `hpos` together, $E(t)$ lies between the tangent line and the path energy, which meet at $t_0$ with slope $-\lambda$, so $E'(t_0)=-\lambda$ would follow; the file contains no theorem about $E$ or about the rescaled example.

**Q.** What does this give someone generating a pseudopotential?

**A.** For a single orbital in a finite real basis with a scalar deficit, the norm multiplier from the constrained optimisation gives the first-order drop in kinetic energy above the cutoff per unit of released core norm. The matrix of deficits between several reference orbitals, the cost of representing the augmentation charge, and transferability are not modelled.
